# Peierls phases set by differences of site positions leave a finite hopping matrix's characteristic polynomial unchanged

A single particle hops on finitely many sites, with amplitudes given by an arbitrary complex matrix `T`, not assumed Hermitian; `T i j` is the amplitude from site `j` to site `i`. Each site `i` has a real coordinate `x i`. In units where ħ and the particle's charge are 1, a uniform real vector potential `A` along this coordinate multiplies `T i j` by the phase exp(iA(x i − x j)). The theorem `peierls_charpoly` states that the dressed matrix has the same characteristic polynomial as `T`, and hence the same eigenvalues with the same algebraic multiplicities. The attempt writes the dressed matrix as `gauge x A * T * gauge x (-A)`, packages the two gauge matrices as a unit `U` with its inverse, and appeals to the invariance of the characteristic polynomial under conjugation by a unit.

The failing Lean file:

```lean
import Mathlib

open Matrix

namespace PeierlsCharpoly

noncomputable section

variable {n : Type*} [Fintype n] [DecidableEq n]

/-- The hopping matrix dressed by a uniform vector potential `A`: the amplitude between sites
`i` and `j` acquires the Peierls phase `exp(iA(x i - x j))`. -/
def peierls {n : Type*} (T : Matrix n n ℂ) (x : n → ℝ) (A : ℝ) : Matrix n n ℂ :=
  Matrix.of fun i j => T i j * Complex.exp ((A * (x i - x j) : ℝ) * Complex.I)

/-- The gauge transformation that multiplies the amplitude on site `i` by `exp(iA x i)`. -/
def gauge (x : n → ℝ) (A : ℝ) : Matrix n n ℂ :=
  Matrix.diagonal fun i => Complex.exp ((A * x i : ℝ) * Complex.I)

/-- The gauge transformations for `A` and `-A` undo each other. -/
theorem gauge_mul_gauge_neg (x : n → ℝ) (A : ℝ) : gauge x A * gauge x (-A) = 1 := by
  have h : ∀ i, Complex.exp ((A * x i : ℝ) * Complex.I) *
      Complex.exp ((-A * x i : ℝ) * Complex.I) = 1 := by
    intro i
    rw [← Complex.exp_add, ← Complex.exp_zero]
    congr 1
    push_cast
    ring
  simp only [gauge, Matrix.diagonal_mul_diagonal, h, Matrix.diagonal_one]

/-- The Peierls-dressed hopping matrix is the bare one seen in another gauge. -/
theorem peierls_eq_gauge (T : Matrix n n ℂ) (x : n → ℝ) (A : ℝ) :
    peierls T x A = gauge x A * T * gauge x (-A) := by
  ext i j
  have h : Complex.exp ((A * (x i - x j) : ℝ) * Complex.I) =
      Complex.exp ((A * x i : ℝ) * Complex.I) *
        Complex.exp ((-A * x j : ℝ) * Complex.I) := by
    rw [← Complex.exp_add]
    congr 1
    push_cast
    ring
  simp only [peierls, gauge, Matrix.of_apply, Matrix.mul_diagonal, Matrix.diagonal_mul]
  rw [h]
  ring

/-- The dressed and the bare hopping matrix have the same characteristic polynomial. -/
theorem peierls_charpoly (T : Matrix n n ℂ) (x : n → ℝ) (A : ℝ) :
    (peierls T x A).charpoly = T.charpoly := by
  have h := gauge_mul_gauge_neg x A
  let U : (Matrix n n ℂ)ˣ := ⟨gauge x A, gauge x (-A), h, mul_eq_one_comm.mp h⟩
  rw [peierls_eq_gauge]
  exact Matrix.charpoly_units_conj U T

end

end PeierlsCharpoly
```

The compiler's answer:

```
Main.lean:52:2: error: Type mismatch
  charpoly_units_conj U T
has type
  (↑U * T * (↑U)⁻¹).charpoly = T.charpoly
but is expected to have type
  (gauge x A * T * gauge x (-A)).charpoly = T.charpoly
```

Diagnosis. The message says that `charpoly_units_conj U T` has `(↑U)⁻¹` where the goal has `gauge x (-A)`. The placing of the brackets matters. `↑(U⁻¹)` would be the inverse stored in the unit, which is `gauge x (-A)` by definition. `(↑U)⁻¹` is instead the matrix inverse of `gauge x A`, which Mathlib defines through the determinant and the adjugate. The two matrices are equal, but that takes a proof, and `exact` accepts only a type that agrees with the goal by unfolding definitions.

The repair drops `U` and so never meets an inverse. After `peierls_eq_gauge`, `Matrix.charpoly_mul_comm` swaps the factors of the outer product, giving `gauge x (-A) * (gauge x A * T)` inside the characteristic polynomial. Rewriting with `← mul_assoc` brings the two gauge matrices together, `mul_eq_one_comm.mp h` replaces their product by `1`, and `one_mul` leaves `T`. Both sides are then the same, and `rw` closes the goal.

As a diff, the version that Lean accepts:

```diff
@@ -48,7 +48,5 @@
     (peierls T x A).charpoly = T.charpoly := by
   have h := gauge_mul_gauge_neg x A
-  let U : (Matrix n n ℂ)ˣ := ⟨gauge x A, gauge x (-A), h, mul_eq_one_comm.mp h⟩
-  rw [peierls_eq_gauge]
-  exact Matrix.charpoly_units_conj U T
+  rw [peierls_eq_gauge, Matrix.charpoly_mul_comm, ← mul_assoc, mul_eq_one_comm.mp h, one_mul]
 
 end
```
